# The push-through identity for Tikhonov regularisation

The ridge solution can be introduced in several ways, for example as the minimiser of a functional or as a vector given by a closed formula. Here the weights are defined by the formula, with Mathlib's matrix inverse, and their minimising property is a theorem.

Let $A$ be a real matrix with entries $A_{ij}$, where $i$ runs over the finite set $m$ of samples and $j$ over the finite set $n$ of features. The vector $b \in \mathbb{R}^m$ holds the targets, and $l$ is the regularisation strength. Set
$$F = A^TA + l\,1, \qquad K = AA^T + l\,1, \qquad L(x) = |Ax-b|^2 + l|x|^2,$$
$$w = F^{-1}A^Tb, \qquad \alpha = K^{-1}b .$$
These are `featureGram`, `kernelGram`, `ridgeLoss`, `ridgeWeights` and `kernelCoeffs`. In the code `*ᵥ` applies a matrix to a vector and `⬝ᵥ` is the Euclidean dot product. The penalty is isotropic and all samples carry equal weight. For an energy model linear in a finite, explicit set of descriptors and fitted with this penalty at $l > 0$, the result says that the linear system over features and the one over reference samples give the same predictions.

```lean
import Mathlib

open Matrix

namespace TikhonovPushThrough

noncomputable section

variable {m n : Type*} [Fintype m] [Fintype n] [DecidableEq m] [DecidableEq n]

/-- The regularised normal matrix `Aᵀ A + l` acting on feature space. -/
def featureGram (A : Matrix m n ℝ) (l : ℝ) : Matrix n n ℝ :=
  Aᵀ * A + l • (1 : Matrix n n ℝ)

/-- The regularised kernel matrix `A Aᵀ + l` acting on sample space. -/
def kernelGram (A : Matrix m n ℝ) (l : ℝ) : Matrix m m ℝ :=
  A * Aᵀ + l • (1 : Matrix m m ℝ)

/-- The Tikhonov functional `|A x - b|² + l |x|²`. -/
def ridgeLoss (A : Matrix m n ℝ) (l : ℝ) (b : m → ℝ) (x : n → ℝ) : ℝ :=
  (A *ᵥ x - b) ⬝ᵥ (A *ᵥ x - b) + l * (x ⬝ᵥ x)

/-- The feature-space ridge weights `w = (Aᵀ A + l)⁻¹ Aᵀ b`. -/
def ridgeWeights (A : Matrix m n ℝ) (l : ℝ) (b : m → ℝ) : n → ℝ :=
  (featureGram A l)⁻¹ *ᵥ (Aᵀ *ᵥ b)

/-- The kernel coefficients `α = (A Aᵀ + l)⁻¹ b`. -/
def kernelCoeffs (A : Matrix m n ℝ) (l : ℝ) (b : m → ℝ) : m → ℝ :=
  (kernelGram A l)⁻¹ *ᵥ b
```

## Finite index sets and real entries

Finiteness of $n$ means that the feature map is explicit, and the kernel $(AA^T)_{ii'} = \sum_j A_{ij}A_{i'j}$ is the dot product of rows $i$ and $i'$. Kernels with an infinite-dimensional feature space are not covered. Nothing is assumed about the rank of $A$ or, until the last theorem, about the relative sizes of $m$ and $n$. Either set may be empty; with no samples, $w = 0$ and $L(x) = l|x|^2$.

Real entries make the transpose the adjoint and make every $v\cdot v$ a sum of squares. The derivation rests on two identities that hold for every $l$. Exchanging finite sums, for $x \in \mathbb{R}^n$ and $y \in \mathbb{R}^m$,
$$x\cdot A^Ty = \sum_j x_j \sum_i A_{ij}y_i = (Ax)\cdot y,$$
which is `adjoint_dot`, and $Fx = A^T(Ax) + lx$, which is `featureGram_mulVec`. With complex entries and the plain transpose positivity is lost: the $1\times1$ matrix whose entry is the imaginary unit has $A^TA = -1$, so $F = 0$ at $l = 1$.

```lean
omit [DecidableEq m] [DecidableEq n] in
/-- The transpose moves across the dot product: `x · Aᵀ y = A x · y`. -/
theorem adjoint_dot (A : Matrix m n ℝ) (x : n → ℝ) (y : m → ℝ) :
    x ⬝ᵥ (Aᵀ *ᵥ y) = (A *ᵥ x) ⬝ᵥ y := by
  rw [Matrix.dotProduct_mulVec, Matrix.vecMul_transpose]

omit [DecidableEq m] in
/-- The regularised normal matrix sends `x` to `Aᵀ (A x) + l x`. -/
theorem featureGram_mulVec (A : Matrix m n ℝ) (l : ℝ) (x : n → ℝ) :
    featureGram A l *ᵥ x = Aᵀ *ᵥ (A *ᵥ x) + l • x := by
  have h : (l • (1 : Matrix n n ℝ)) *ᵥ x = l • x := by
    rw [Matrix.smul_mulVec, Matrix.one_mulVec]
  unfold featureGram
  rw [Matrix.add_mulVec, h, Matrix.mulVec_mulVec]
```

## $l > 0$ as the source of positive definiteness

The hypothesis `hl : 0 < l` says that the penalty is a restoring term in every direction of weight space, including directions that the data do not constrain. By hand, the two identities give
$$x\cdot Fx = |Ax|^2 + l|x|^2 ,$$
where the first term is non-negative and the second is positive for $x \ne 0$. Also $F^T = F$. Mathlib's `PosDef` asks for both properties, and `featureGram_posDef` treats them in its two branches. The first reduces the conjugate transpose to the transpose. The second rewrites the quadratic form as above, obtains `h1` and `h2` from sums of squares, and uses the sign of $l$ in `mul_pos hl h2`. The matrix $K$ is $F$ built from $A^T$, so `kernelGram_posDef` applies the same theorem to `Aᵀ`.

```lean
omit [DecidableEq m] in
/-- For `l > 0` the matrix `Aᵀ A + l` is positive definite. -/
theorem featureGram_posDef (A : Matrix m n ℝ) {l : ℝ} (hl : 0 < l) :
    (featureGram A l).PosDef := by
  rw [Matrix.posDef_iff_dotProduct_mulVec]
  refine ⟨?_, ?_⟩
  · have hs : (featureGram A l)ᵀ = featureGram A l := by
      simp [featureGram, Matrix.transpose_add, Matrix.transpose_mul, Matrix.transpose_smul]
    show (featureGram A l)ᴴ = featureGram A l
    rw [Matrix.conjTranspose_eq_transpose_of_trivial]
    exact hs
  · intro x hx
    have hs : star x = x := by
      ext i
      simp
    -- the quadratic form is |A x|² + l |x|²
    rw [hs, featureGram_mulVec, dotProduct_add, adjoint_dot, dotProduct_smul, smul_eq_mul]
    have h1 : 0 ≤ (A *ᵥ x) ⬝ᵥ (A *ᵥ x) := by
      unfold dotProduct
      exact Finset.sum_nonneg (fun i _ => mul_self_nonneg _)
    have h0 : 0 ≤ x ⬝ᵥ x := by
      unfold dotProduct
      exact Finset.sum_nonneg (fun i _ => mul_self_nonneg _)
    have h2 : 0 < x ⬝ᵥ x :=
      lt_of_le_of_ne h0 (fun h => hx (dotProduct_self_eq_zero.mp h.symm))
    have h3 := mul_pos hl h2
    linarith

omit [DecidableEq n] in
/-- For `l > 0` the matrix `A Aᵀ + l` is positive definite. -/
theorem kernelGram_posDef (A : Matrix m n ℝ) {l : ℝ} (hl : 0 < l) :
    (kernelGram A l).PosDef := by
  have hKF : kernelGram A l = featureGram Aᵀ l := by
    simp [kernelGram, featureGram]
  rw [hKF]
  exact featureGram_posDef Aᵀ hl
```

## $l > 0$ as the source of invertibility

Associativity gives, for any $l$,
$$FA^T = A^TAA^T + lA^T = A^TK ,$$
and `gram_intertwine` accordingly has no hypothesis on $l$. A positive definite matrix is invertible, so
$$F^{-1}A^T = F^{-1}A^TKK^{-1} = F^{-1}FA^TK^{-1} = A^TK^{-1}.$$
The theorem `push_through` reads: for every real $A$ and every $l>0$, $F$ is positive definite, $K$ is positive definite, and $F^{-1}A^T = A^TK^{-1}$. In its proof `hF` and `hK` turn positive definiteness into invertible determinants, and the `calc` block is the chain above, with `hK` used to insert $KK^{-1}$ and `hF` to cancel $F^{-1}F$.

```lean
/-- `Aᵀ` intertwines the two regularised matrices: `(Aᵀ A + l) Aᵀ = Aᵀ (A Aᵀ + l)`. -/
theorem gram_intertwine (A : Matrix m n ℝ) (l : ℝ) :
    featureGram A l * Aᵀ = Aᵀ * kernelGram A l := by
  simp only [featureGram, kernelGram, Matrix.add_mul, Matrix.mul_add, Matrix.smul_mul,
    Matrix.mul_smul, Matrix.one_mul, Matrix.mul_one, Matrix.mul_assoc]

/-- Push-through identity: for `l > 0` both `Aᵀ A + l` and `A Aᵀ + l` are positive definite
and `(Aᵀ A + l)⁻¹ Aᵀ = Aᵀ (A Aᵀ + l)⁻¹`. -/
theorem push_through (A : Matrix m n ℝ) {l : ℝ} (hl : 0 < l) :
    (featureGram A l).PosDef ∧ (kernelGram A l).PosDef ∧
      (featureGram A l)⁻¹ * Aᵀ = Aᵀ * (kernelGram A l)⁻¹ := by
  refine ⟨featureGram_posDef A hl, kernelGram_posDef A hl, ?_⟩
  have hF : IsUnit (featureGram A l).det :=
    (Matrix.isUnit_iff_isUnit_det _).mp (featureGram_posDef A hl).isUnit
  have hK : IsUnit (kernelGram A l).det :=
    (Matrix.isUnit_iff_isUnit_det _).mp (kernelGram_posDef A hl).isUnit
  -- insert K K⁻¹, pass Aᵀ through K, cancel F⁻¹ F
  calc (featureGram A l)⁻¹ * Aᵀ
      = (featureGram A l)⁻¹ * Aᵀ * (kernelGram A l * (kernelGram A l)⁻¹) := by
        rw [Matrix.mul_nonsing_inv _ hK, Matrix.mul_one]
    _ = (featureGram A l)⁻¹ * (Aᵀ * kernelGram A l) * (kernelGram A l)⁻¹ := by
        simp only [Matrix.mul_assoc]
    _ = (featureGram A l)⁻¹ * (featureGram A l * Aᵀ) * (kernelGram A l)⁻¹ := by
        rw [gram_intertwine A l]
    _ = ((featureGram A l)⁻¹ * featureGram A l) * Aᵀ * (kernelGram A l)⁻¹ := by
        simp only [Matrix.mul_assoc]
    _ = Aᵀ * (kernelGram A l)⁻¹ := by
        rw [Matrix.nonsing_inv_mul _ hF, Matrix.one_mul]
```

Applying the identity to $b$ gives $w = A^T\alpha$. For any feature vector $z \in \mathbb{R}^n$ the prediction is then $z\cdot w = z\cdot A^T\alpha = (Az)\cdot\alpha = \sum_i (Az)_i\,\alpha_i$, where $(Az)_i$ is the kernel between $z$ and sample $i$. Both statements form `ridgeWeights_eq_kernel`. Next, $K\alpha = b$ written out is $A(A^T\alpha) + l\alpha = b$, so the residual is
$$b - Aw = l\alpha .$$
In `ridge_residual`, `h1` is $K\alpha = b$, which needs `hK`, and `h2` is the expansion of $K\alpha$.

```lean
/-- For `l > 0` the ridge weights equal `Aᵀ α`, and for every feature vector `z` the
prediction `z · w` equals the kernel expansion `(A z) · α`. -/
theorem ridgeWeights_eq_kernel (A : Matrix m n ℝ) {l : ℝ} (hl : 0 < l) (b : m → ℝ) :
    ridgeWeights A l b = Aᵀ *ᵥ kernelCoeffs A l b ∧
      ∀ z : n → ℝ, z ⬝ᵥ ridgeWeights A l b = (A *ᵥ z) ⬝ᵥ kernelCoeffs A l b := by
  have h : ridgeWeights A l b = Aᵀ *ᵥ kernelCoeffs A l b := by
    unfold ridgeWeights kernelCoeffs
    rw [Matrix.mulVec_mulVec, Matrix.mulVec_mulVec, (push_through A hl).2.2]
  refine ⟨h, fun z => ?_⟩
  rw [h, adjoint_dot]

/-- For `l > 0` the fit residual is `b - A w = l α`. -/
theorem ridge_residual (A : Matrix m n ℝ) {l : ℝ} (hl : 0 < l) (b : m → ℝ) :
    b - A *ᵥ ridgeWeights A l b = l • kernelCoeffs A l b := by
  have hK : IsUnit (kernelGram A l).det :=
    (Matrix.isUnit_iff_isUnit_det _).mp (kernelGram_posDef A hl).isUnit
  have hKF : kernelGram A l = featureGram Aᵀ l := by
    simp [kernelGram, featureGram]
  -- α solves (A Aᵀ + l) α = b
  have h1 : kernelGram A l *ᵥ kernelCoeffs A l b = b := by
    unfold kernelCoeffs
    rw [Matrix.mulVec_mulVec, Matrix.mul_nonsing_inv _ hK, Matrix.one_mulVec]
  have h2 : kernelGram A l *ᵥ kernelCoeffs A l b
      = A *ᵥ (Aᵀ *ᵥ kernelCoeffs A l b) + l • kernelCoeffs A l b := by
    have h := featureGram_mulVec Aᵀ l (kernelCoeffs A l b)
    rw [Matrix.transpose_transpose, ← hKF] at h
    exact h
  rw [(ridgeWeights_eq_kernel A hl b).1]
  exact sub_eq_iff_eq_add'.mpr (h1.symm.trans h2)
```

## $l > 0$ in the minimisation

For a displacement $d \in \mathbb{R}^n$, the residual formula gives $A(w+d) - b = Ad - l\alpha$, and
$$L(w+d) = |Ad|^2 - 2l\,(Ad)\cdot\alpha + l^2|\alpha|^2 + l|w|^2 + 2l\,d\cdot w + l|d|^2 .$$
At $d = 0$ this is $L(w) = l^2|\alpha|^2 + l|w|^2$. The terms linear in $d$ cancel because $d\cdot w = (Ad)\cdot\alpha$, which leaves
$$L(w+d) = L(w) + |Ad|^2 + l|d|^2 .$$
In `ridgeLoss_expand` the cancellation is the term `2 * l * hc` of the final `linear_combination`, while `c1` and `c2` only commute dot products. The hypothesis enters here through the two previous theorems alone.

```lean
/-- For `l > 0`, displacing the ridge weights by `d` changes the Tikhonov functional by
`|A d|² + l |d|²`. -/
theorem ridgeLoss_expand (A : Matrix m n ℝ) {l : ℝ} (hl : 0 < l) (b : m → ℝ) (d : n → ℝ) :
    ridgeLoss A l b (ridgeWeights A l b + d)
      = ridgeLoss A l b (ridgeWeights A l b) + (A *ᵥ d) ⬝ᵥ (A *ᵥ d) + l * (d ⬝ᵥ d) := by
  have hres := ridge_residual A hl b
  have hr : A *ᵥ (ridgeWeights A l b + d) - b = A *ᵥ d - l • kernelCoeffs A l b := by
    rw [Matrix.mulVec_add, ← hres]
    abel
  have hr0 : A *ᵥ ridgeWeights A l b - b = -(l • kernelCoeffs A l b) := by
    rw [← hres]
    abel
  have hc := (ridgeWeights_eq_kernel A hl b).2 d
  have c1 := dotProduct_comm (ridgeWeights A l b) d
  have c2 := dotProduct_comm (kernelCoeffs A l b) (A *ᵥ d)
  unfold ridgeLoss
  rw [hr, hr0]
  simp only [sub_dotProduct, dotProduct_sub, add_dotProduct, dotProduct_add, neg_dotProduct,
    dotProduct_neg, smul_dotProduct, dotProduct_smul, smul_eq_mul]
  -- the terms linear in d cancel because d · w = (A d) · α
  linear_combination l * c1 + 2 * l * hc - l * c2
```

The sign of $l$ is used afresh in `ridge_minimiser_iff`, which states that $L(x) \le L(y)$ for all $y$ if and only if $x = A^T\alpha$. If $x$ is a minimiser, then $L(x) \le L(w)$, and the expansion with $d = x - w$ forces $l|d|^2 \le 0$ (`h3`). Strict positivity gives $|d|^2 \le 0$ (`h4`), hence $x = w$. Conversely, $L(y) - L(w)$ is a sum of two non-negative terms, for which `hl.le` suffices.

```lean
/-- For `l > 0` a vector `x` minimises the Tikhonov functional if and only if `x = Aᵀ α`. -/
theorem ridge_minimiser_iff (A : Matrix m n ℝ) {l : ℝ} (hl : 0 < l) (b : m → ℝ) (x : n → ℝ) :
    (∀ y, ridgeLoss A l b x ≤ ridgeLoss A l b y) ↔ x = Aᵀ *ᵥ kernelCoeffs A l b := by
  rw [← (ridgeWeights_eq_kernel A hl b).1]
  have nm : ∀ v : m → ℝ, 0 ≤ v ⬝ᵥ v := fun v => by
    unfold dotProduct
    exact Finset.sum_nonneg (fun i _ => mul_self_nonneg _)
  have nn : ∀ v : n → ℝ, 0 ≤ v ⬝ᵥ v := fun v => by
    unfold dotProduct
    exact Finset.sum_nonneg (fun i _ => mul_self_nonneg _)
  have key : ∀ y : n → ℝ, ridgeLoss A l b y = ridgeLoss A l b (ridgeWeights A l b)
      + (A *ᵥ (y - ridgeWeights A l b)) ⬝ᵥ (A *ᵥ (y - ridgeWeights A l b))
      + l * ((y - ridgeWeights A l b) ⬝ᵥ (y - ridgeWeights A l b)) := fun y => by
    have h := ridgeLoss_expand A hl b (y - ridgeWeights A l b)
    have e : ridgeWeights A l b + (y - ridgeWeights A l b) = y := by abel
    rw [e] at h
    exact h
  constructor
  · intro h
    have h1 := h (ridgeWeights A l b)
    have h2 := key x
    have n1 := nm (A *ᵥ (x - ridgeWeights A l b))
    have n2 := nn (x - ridgeWeights A l b)
    -- the penalty on the displacement must vanish
    have h3 : l * ((x - ridgeWeights A l b) ⬝ᵥ (x - ridgeWeights A l b)) ≤ 0 := by linarith
    have h4 : (x - ridgeWeights A l b) ⬝ᵥ (x - ridgeWeights A l b) ≤ 0 := by
      by_contra hc
      have h5 := mul_pos hl (not_le.mp hc)
      linarith
    exact sub_eq_zero.mp (dotProduct_self_eq_zero.mp (le_antisymm h4 n2))
  · intro hx y
    rw [hx]
    have h2 := key y
    have n1 := nm (A *ᵥ (y - ridgeWeights A l b))
    have n2 := mul_nonneg hl.le (nn (y - ridgeWeights A l b))
    linarith
```

The minimum value follows from $|w|^2 = (Aw)\cdot\alpha = (b - l\alpha)\cdot\alpha$:
$$L(w) = l^2|\alpha|^2 + l\,b\cdot\alpha - l^2|\alpha|^2 = l\,b\cdot\alpha .$$
The rewrites `hr0`, `hc` and `hA` in `ridgeLoss_at_weights` are these substitutions, and `ring` cancels the $l^2$ terms.

```lean
/-- For `l > 0` the Tikhonov functional at the ridge weights equals `l (b · α)`. -/
theorem ridgeLoss_at_weights (A : Matrix m n ℝ) {l : ℝ} (hl : 0 < l) (b : m → ℝ) :
    ridgeLoss A l b (ridgeWeights A l b) = l * (b ⬝ᵥ kernelCoeffs A l b) := by
  have hres := ridge_residual A hl b
  have hr0 : A *ᵥ ridgeWeights A l b - b = -(l • kernelCoeffs A l b) := by
    rw [← hres]
    abel
  have hA : A *ᵥ ridgeWeights A l b = b - l • kernelCoeffs A l b := by
    rw [← hres]
    abel
  have hc := (ridgeWeights_eq_kernel A hl b).2 (ridgeWeights A l b)
  unfold ridgeLoss
  rw [hr0, hc, hA]
  simp only [sub_dotProduct, neg_dotProduct, dotProduct_neg, smul_dotProduct,
    dotProduct_smul, smul_eq_mul]
  ring
```

## Without $l > 0$, and the size hypothesis

The numerical examples, like the complex one above, were worked on paper and are not among the checked statements.

For $l<0$ take $A = (1)$ and $l = -2$. Then $F = K = -1$ are invertible and $F^{-1}A^T = A^TK^{-1} = -1$, so the algebraic identity survives. Positive definiteness fails, and $L(x) = (x-b)^2 - 2x^2$ equals $2b^2 - (x+b)^2$, so $L$ takes its largest value at $w = -b$, while $L$ is unbounded below and no minimiser exists.

For $l = 0$ take one sample and two features, $A = (1\;\;0)$, acting on $x = (s,t)$. Then $F = \mathrm{diag}(1,0)$ is singular, $K = 1$, and $L = (s-b)^2$ is minimised on the whole line $s = b$. Mathlib's `⁻¹` returns zero on a singular matrix, so the Lean equation would here compare the zero column with $(1,0)^T$ and be false.

The theorem `unregularised_singular` gives the general form of the singularity in this example. Its hypothesis `h` says that there are fewer samples than features, the underdetermined fit, and its conclusion is that $F$ at $l=0$, which is $A^TA$, is not invertible. By hand, with $|m|$ and $|n|$ the numbers of samples and features, invertibility would give $\operatorname{rank}(A^TA) = |n|$, whereas
$$\operatorname{rank}(A^TA) \le \operatorname{rank} A \le |m| < |n| .$$
The rank equality is `h1`, the two bounds are `h2` and `h3`, and `omega` combines them with `h`. Without `h` the conclusion can fail, since $A = (1)$ has $A^TA = 1$. The condition is sufficient and not necessary, as $A = (0)$ shows.

```lean
omit [DecidableEq m] in
/-- At `l = 0`, with fewer samples than features, the normal matrix `Aᵀ A` is not invertible. -/
theorem unregularised_singular (A : Matrix m n ℝ) (h : Fintype.card m < Fintype.card n) :
    ¬ IsUnit (featureGram A 0) := by
  intro hu
  have e : featureGram A 0 = Aᵀ * A := by
    simp [featureGram]
  have h1 := Matrix.rank_of_isUnit _ hu
  rw [e] at h1
  -- rank (Aᵀ A) ≤ rank A ≤ number of samples
  have h2 := Matrix.rank_mul_le_right Aᵀ A
  have h3 := Matrix.rank_le_card_height A
  omega

end

end TikhonovPushThrough
```

```lean
#print axioms TikhonovPushThrough.push_through
#print axioms TikhonovPushThrough.ridge_minimiser_iff
#print axioms TikhonovPushThrough.ridgeLoss_at_weights
#print axioms TikhonovPushThrough.unregularised_singular
```

```
'TikhonovPushThrough.push_through' depends on axioms: [propext, Classical.choice, Quot.sound]
'TikhonovPushThrough.ridge_minimiser_iff' depends on axioms: [propext, Classical.choice, Quot.sound]
'TikhonovPushThrough.ridgeLoss_at_weights' depends on axioms: [propext, Classical.choice, Quot.sound]
'TikhonovPushThrough.unregularised_singular' depends on axioms: [propext, Classical.choice, Quot.sound]
```
